# The p-particle density matrix of an N-fermion state vanishes for p > N

A helium atom has two electrons, so a third cannot be removed from it. A program that computes the three-particle density matrix of helium should therefore return zero for every element, however strongly the two electrons are correlated. The question is which properties of the state and of the operators this relies on, and whether it can be derived from the anticommutation relations alone.

## Zero elements above the particle number

Let $a_i$ be the annihilation operators of finitely many orthonormal fermionic modes (spin orbitals), with adjoints $a_i^*$ and number operator $\hat N=\sum_i a_i^* a_i$. Let $w$ be a linear functional on the operators, such as an expectation value, that satisfies

$$w(x\hat N)=N\,w(x)\quad\text{for every operator }x,$$

with $N$ a natural number. Then, for $p>N$ and all mode indices,

$$w(a_{i_1}^*\cdots a_{i_p}^*\,a_{k_p}\cdots a_{k_1})=0 .$$

The condition on $w$ expresses a definite particle number. If $\hat N|\psi\rangle=N|\psi\rangle$, then $w(x)=\langle\psi|x|\psi\rangle$ satisfies it, and so does the transition functional $w(x)=\langle\varphi|x|\psi\rangle$ for any $\varphi$. Mixtures of $N$-particle states satisfy it as well.

## Three- and four-particle matrices of small active spaces

Some multireference perturbation theories use three- and four-particle density matrices of the active space. For a finite active space with exactly two active electrons, interacting or not, these matrices are zero and need not be computed or stored. The same fact gives a check with a known answer: a routine for the three-particle matrix, applied to a two-electron wave function, must return zero up to rounding. If the matrix is instead approximated from lower density matrices, any nonzero element is an error of the approximation.

Prefactors such as $1/p!$ and the order of the indices differ between programs, but they do not affect a zero. The order of the operators does matter: all creators must stand to the left of all annihilators, as above. A product such as $a_i^*a_ka_j^*a_l$ also contains a one-particle term and need not have the value zero when $N=1$.

## Lowering the number and counting down from the longest string

**One annihilator.** The anticommutation relations are $a_ia_j+a_ja_i=0$ and $a_ia_j^*+a_j^*a_i=\delta_{ij}$. Moving $a_k$ to the left gives

$$a_j^*a_ja_k=-a_j^*a_ka_j=a_ka_j^*a_j-\delta_{kj}a_j .$$

The sum over $j$ is $\hat N a_k=a_k\hat N-a_k$.

**A string.** Let $B$ be a product of $p$ annihilators and suppose that $\hat N B=B\hat N-pB$, which is trivial for $p=0$. Then

$$\hat N a_kB=a_k\hat N B-a_kB=a_kB\hat N-(p+1)a_kB,$$

so the relation holds for every length.

**The Pauli principle.** For $i=j$ the first relation gives $2a_k^2=0$, hence $a_k^2=0$. If a mode occurs twice in a string, anticommutation brings the two copies together at the cost of a sign, and the string is zero. With $M$ modes, every string longer than $M$ contains a repetition and vanishes.

**The functional.** Let $B$ have length $p>N$. Evaluating $w(x\hat N B)$ in two ways gives

$$(N-p)\,w(xB)=w(x\hat N B)=\sum_j w(x a_j^*\,a_jB).$$

On the right, each $a_jB$ is a string of length $p+1$, preceded by the operator $xa_j^*$. If $w(yC)=0$ is already known for every operator $y$ and every string $C$ of length $p+1$, the right side is zero. Since $N-p\neq0$, it follows that $w(xB)=0$. Strings longer than $M$ provide the start, and the argument descends one length at a time to $p=N+1$. The density-matrix element is the case $x=a_{i_1}^*\cdots a_{i_p}^*$, $B=a_{k_p}\cdots a_{k_1}$.

The smallest case with a mode in it is the vacuum, $N=0$, with a single mode $a$ and $p=1$. There $\hat N a=a^*aa=0$, while the lowering relation gives $w(x\hat N a)=-w(xa)$. Hence $w(xa)=0$, and in particular the occupation $w(a^*a)$ is zero.

## The complete Lean source

```lean
import Mathlib

open Matrix

namespace HigherDensityMatrixVanishing

noncomputable section

variable {ι A : Type*} [Fintype ι] [DecidableEq ι] [Ring A] [StarRing A] [Algebra ℂ A]

/-- The canonical anticommutation relations for annihilation operators `a i`
and their adjoints. -/
structure IsCAR (a : ι → A) : Prop where
  anti : ∀ i j, a i * a j + a j * a i = 0
  mixed : ∀ i j, a i * star (a j) + star (a j) * a i = if i = j then 1 else 0

omit [DecidableEq ι] [Algebra ℂ A] in
/-- The particle-number operator, the sum of `a_i* a_i` over all modes. -/
def numberOp (a : ι → A) : A := ∑ i, star (a i) * a i

/-- The functional `w` has particle number `N`: `w (x Nop) = N w x` for every `x`. -/
def HasParticleNumber (a : ι → A) (w : A →ₗ[ℂ] ℂ) (N : ℕ) : Prop :=
  ∀ x, w (x * numberOp a) = N * w x

/-- The operator `a_{i1}* ... a_{ip}* a_{kp} ... a_{k1}`. -/
def pBodyOp (a : ι → A) {p : ℕ} (i k : Fin p → ι) : A :=
  (List.ofFn fun s => star (a (i s))).prod * (List.ofFn fun s => a (k s)).reverse.prod

/-- The element `w (a_{i1}* ... a_{ip}* a_{kp} ... a_{k1})` of the `p`-particle
density matrix. -/
def densityElement (a : ι → A) (w : A →ₗ[ℂ] ℂ) {p : ℕ} (i k : Fin p → ι) : ℂ :=
  w (pBodyOp a i k)

omit [Algebra ℂ A] in
/-- An annihilation operator lowers the particle number by one:
`Nop a_k = a_k Nop - a_k`. -/
theorem number_mul_annihilator {a : ι → A} (h : IsCAR a) (k : ι) :
    numberOp a * a k = a k * numberOp a - a k := by
  have key : ∀ j, star (a j) * a j * a k
      = a k * (star (a j) * a j) - if k = j then a j else 0 := by
    intro j
    -- move `a k` to the left through `a j` and then through `star (a j)`
    have e : star (a j) * a j * a k = star (a j) * (a j * a k + a k * a j)
        - (a k * star (a j) + star (a j) * a k) * a j + a k * (star (a j) * a j) := by
      noncomm_ring
    rw [e, h.anti j k, h.mixed k j]
    split_ifs <;> simp only [mul_zero, one_mul, zero_mul] <;> abel
  unfold numberOp
  rw [Finset.sum_mul, Finset.mul_sum, Finset.sum_congr rfl fun j _ => key j,
    Finset.sum_sub_distrib]
  simp

/-- A string of `p` annihilation operators lowers the particle number by `p`. -/
theorem number_mul_string {a : ι → A} (h : IsCAR a) (l : List ι) :
    numberOp a * (l.map a).prod
      = (l.map a).prod * numberOp a - (l.length : ℂ) • (l.map a).prod := by
  induction l with
  | nil => simp
  | cons k l ih =>
    rw [List.map_cons, List.prod_cons, List.length_cons, ← mul_assoc,
      number_mul_annihilator h, sub_mul, mul_assoc, ih, mul_sub, mul_smul_comm]
    push_cast
    rw [add_smul, one_smul, mul_assoc]
    abel

omit [Fintype ι] in
/-- Pauli principle: annihilating a mode that the string already annihilates gives zero. -/
theorem annihilator_mul_string_eq_zero {a : ι → A} (h : IsCAR a) (k : ι) (l : List ι)
    (hk : k ∈ l) : a k * (l.map a).prod = 0 := by
  have sq : a k * a k = 0 := by
    have e : a k * a k = (1 / 2 : ℂ) • (a k * a k + a k * a k) := by module
    rw [e, h.anti k k, smul_zero]
  induction l with
  | nil => simp at hk
  | cons j l ih =>
    rw [List.map_cons, List.prod_cons, ← mul_assoc]
    rcases List.mem_cons.mp hk with rfl | hk'
    · rw [sq, zero_mul]
    · rw [eq_neg_of_add_eq_zero_left (h.anti k j), neg_mul, mul_assoc, ih hk', mul_zero,
        neg_zero]

/-- A string of annihilation operators longer than the number of modes is zero. -/
theorem string_eq_zero_of_card_lt {a : ι → A} (h : IsCAR a) (l : List ι)
    (hl : Fintype.card ι < l.length) : (l.map a).prod = 0 := by
  have rep : ∀ l : List ι, ¬ l.Nodup → (l.map a).prod = 0 := by
    intro l
    induction l with
    | nil => intro hn; exact absurd List.nodup_nil hn
    | cons k l ih =>
      intro hn
      by_cases hk : k ∈ l
      · rw [List.map_cons, List.prod_cons]
        exact annihilator_mul_string_eq_zero h k l hk
      · have hl' : ¬ l.Nodup := fun hd => hn (List.nodup_cons.mpr ⟨hk, hd⟩)
        rw [List.map_cons, List.prod_cons, ih hl', mul_zero]
  exact rep l fun hd => absurd hd.length_le_card (not_le_of_gt hl)

/-- If `w` has particle number `N`, then `w (x B) = 0` for every operator `x` and every string `B`
of more than `N` annihilation operators. -/
theorem functional_mul_string_eq_zero {a : ι → A} (h : IsCAR a) {w : A →ₗ[ℂ] ℂ} {N : ℕ}
    (hw : HasParticleNumber a w N) (x : A) (l : List ι) (hN : N < l.length) :
    w (x * (l.map a).prod) = 0 := by
  -- downward induction on the length, starting above the number of modes
  have main : ∀ (d : ℕ) (l : List ι) (x : A), Fintype.card ι < l.length + d →
      N < l.length → w (x * (l.map a).prod) = 0 := by
    intro d
    induction d with
    | zero =>
      intro l x hd _
      rw [string_eq_zero_of_card_lt h l (by omega), mul_zero, map_zero]
    | succ d ih =>
      intro l x hd hl
      -- the number operator can be evaluated on the right of the string
      have e1 : w (x * (numberOp a * (l.map a).prod))
          = ((N : ℂ) - l.length) * w (x * (l.map a).prod) := by
        rw [number_mul_string h, mul_sub, mul_smul_comm, map_sub, map_smul, ← mul_assoc,
          hw, smul_eq_mul]
        ring
      -- written out, it produces strings that are longer by one
      have e2 : w (x * (numberOp a * (l.map a).prod)) = 0 := by
        rw [numberOp, Finset.sum_mul, Finset.mul_sum, map_sum]
        apply Finset.sum_eq_zero
        intro j _
        have := ih (j :: l) (x * star (a j)) (by rw [List.length_cons]; omega)
          (by rw [List.length_cons]; omega)
        simpa [mul_assoc] using this
      have ne : (N : ℂ) - l.length ≠ 0 := sub_ne_zero.mpr (by exact_mod_cast hl.ne)
      exact (mul_eq_zero.mp (e1.symm.trans e2)).resolve_left ne
  exact main (Fintype.card ι + 1) l x (by omega) hN

/-- Every element of the `p`-particle density matrix of an `N`-particle state vanishes
when `p > N`. -/
theorem densityElement_eq_zero {a : ι → A} (h : IsCAR a) {w : A →ₗ[ℂ] ℂ} {N p : ℕ}
    (hw : HasParticleNumber a w N) (hp : N < p) (i k : Fin p → ι) :
    densityElement a w i k = 0 := by
  have e : (List.ofFn fun s => a (k s)).reverse = (List.ofFn k).reverse.map a := by
    simp [List.map_ofFn, Function.comp_def]
  unfold densityElement pBodyOp
  rw [e]
  exact functional_mul_string_eq_zero h hw _ _ (by simpa using hp)

/-- A `p`-body interaction with arbitrary coefficients `V` has expectation value zero
in an `N`-particle state when `p > N`. -/
theorem pBody_interaction_eq_zero {a : ι → A} (h : IsCAR a) {w : A →ₗ[ℂ] ℂ} {N p : ℕ}
    (hw : HasParticleNumber a w N) (hp : N < p) (V : (Fin p → ι) → (Fin p → ι) → ℂ) :
    w (∑ i, ∑ k, V i k • pBodyOp a i k) = 0 := by
  rw [map_sum]
  refine Finset.sum_eq_zero fun i _ => ?_
  rw [map_sum]
  refine Finset.sum_eq_zero fun k _ => ?_
  have hz : w (pBodyOp a i k) = 0 := densityElement_eq_zero h hw hp i k
  rw [map_smul, hz, smul_zero]

/-- Annihilation operators of two fermionic modes as matrices in the occupation basis
`|00⟩, |01⟩, |10⟩, |11⟩`. -/
def twoMode : Fin 2 → Matrix (Fin 4) (Fin 4) ℂ :=
  ![!![0, 0, 1, 0; 0, 0, 0, 1; 0, 0, 0, 0; 0, 0, 0, 0],
    !![0, 1, 0, 0; 0, 0, 0, 0; 0, 0, 0, -1; 0, 0, 0, 0]]

/-- The expectation value in the basis state `|10⟩`. -/
def oneParticle : Matrix (Fin 4) (Fin 4) ℂ →ₗ[ℂ] ℂ where
  toFun x := x 2 2
  map_add' _ _ := rfl
  map_smul' _ _ := rfl

/-- The two-mode matrices satisfy the CAR, the state `|10⟩` is normalised and has particle
number one, and its one-particle density matrix has an element equal to one. -/
theorem twoMode_witness : IsCAR twoMode ∧ HasParticleNumber twoMode oneParticle 1 ∧
    oneParticle 1 = 1 ∧
    densityElement twoMode oneParticle (fun _ : Fin 1 => 0) (fun _ => 0) = 1 := by
  have hv : ∀ x, oneParticle x = x 2 2 := fun _ => rfl
  -- the two creation operators as explicit matrices
  have s0 : (!![0, 0, 1, 0; 0, 0, 0, 1; 0, 0, 0, 0; 0, 0, 0, 0] : Matrix (Fin 4) (Fin 4) ℂ)ᴴ
      = !![0, 0, 0, 0; 0, 0, 0, 0; 1, 0, 0, 0; 0, 1, 0, 0] := by
    ext r s
    fin_cases r <;> fin_cases s <;> simp [Matrix.conjTranspose_apply]
  have s1 : (!![0, 1, 0, 0; 0, 0, 0, 0; 0, 0, 0, -1; 0, 0, 0, 0] : Matrix (Fin 4) (Fin 4) ℂ)ᴴ
      = !![0, 0, 0, 0; 1, 0, 0, 0; 0, 0, 0, 0; 0, 0, -1, 0] := by
    ext r s
    fin_cases r <;> fin_cases s <;> simp [Matrix.conjTranspose_apply]
  refine ⟨⟨?_, ?_⟩, ?_, ?_, ?_⟩
  · intro i j
    fin_cases i <;> fin_cases j <;> ext r s <;> fin_cases r <;> fin_cases s <;>
      simp [twoMode]
  · intro i j
    fin_cases i <;> fin_cases j <;> ext r s <;> fin_cases r <;> fin_cases s <;>
      simp [twoMode, Matrix.star_eq_conjTranspose, s0, s1]
  · intro x
    -- the number operator is diagonal in the occupation basis
    have hD : numberOp twoMode
        = !![0, 0, 0, 0; 0, 1, 0, 0; 0, 0, 1, 0; 0, 0, 0, 1 + 1] := by
      ext r s
      fin_cases r <;> fin_cases s <;>
        simp [numberOp, twoMode, Matrix.mul_apply, Fin.sum_univ_four, Fin.sum_univ_two,
          Matrix.star_eq_conjTranspose]
    rw [hD, hv, hv]
    simp [Matrix.mul_apply, Fin.sum_univ_four]
  · rw [hv]
    simp
  · simp [densityElement, pBodyOp, hv, twoMode, Matrix.star_eq_conjTranspose, s0]

end

end HigherDensityMatrixVanishing
```

```lean
#print axioms HigherDensityMatrixVanishing.densityElement_eq_zero
-- 'HigherDensityMatrixVanishing.densityElement_eq_zero' depends on axioms: [propext, Classical.choice, Quot.sound]
#print axioms HigherDensityMatrixVanishing.pBody_interaction_eq_zero
-- 'HigherDensityMatrixVanishing.pBody_interaction_eq_zero' depends on axioms: [propext, Classical.choice, Quot.sound]
```

## Modes, functionals and index order in Lean

The finite type `ι` labels the modes, and `A` is the algebra of operators, a complex algebra with an adjoint operation `star`. No Fock space is constructed. `IsCAR a` contains the two anticommutation relations; the one between two creation operators follows by taking adjoints. The Kronecker delta in `mixed` fixes the convention of an orthonormal orbital basis.

`HasParticleNumber a w N` is the condition on $w$ stated above, with $\hat N$ written as `numberOp a`. The functional `w` is only required to be linear: neither positivity nor normalisation is assumed.

The index tuples are functions `Fin p → ι`, counted from zero, so $i_1$ is `i 0` and $i_p$ is the last entry. `pBodyOp` writes the creators in increasing order and the annihilators in reverse, and `densityElement` applies `w` to the result.

`densityElement_eq_zero` says that every such element is zero if `N < p`. `pBody_interaction_eq_zero` draws the consequence for energies: a $p$-body operator with arbitrary coefficients `V` has the value zero under `w`. A three-body force thus contributes nothing to the energy of a two-fermion state in this finite-mode model.

`twoMode_witness` shows that the bound is sharp at $N=1$. It uses two modes as explicit $4\times4$ matrices, numbered 0 and 1, and the normalised state $|10\rangle$, in which mode 0 is occupied. All hypotheses hold with $N=1$, and the element $w(a_0^*a_0)$ equals 1. The theorem would therefore be false with $p\ge N$ in place of $p>N$.

## How the induction runs in Lean

`number_mul_annihilator` proves the lowering relation mode by mode. `noncomm_ring` confirms a rearrangement in which both anticommutators appear as factors, and these are then replaced by their values. `number_mul_string` extends the relation to a list of modes by induction on the list.

`annihilator_mul_string_eq_zero` moves an annihilator through a string until it meets its own copy. `string_eq_zero_of_card_lt` combines this with the fact that a list without repetitions is no longer than the number of modes.

The descent is in `functional_mul_string_eq_zero`. Its auxiliary number `d` satisfies `Fintype.card ι < l.length + d`, so ordinary induction on `d` is downward induction on the length of the string. The steps `e1` and `e2` are the two evaluations of $w(x\hat N B)$. In `e2` the induction hypothesis is applied to the longer list `j :: l` and the operator `x * star (a j)`, which is why the claim is made for all `x` at once. Dividing by $N-p$ is legitimate by `ne`.

`densityElement_eq_zero` then only has to recognise the reversed annihilators as such a string. The interaction theorem follows by linearity, and the two-mode example is checked entry by entry.

## A definite particle number, not an average

The condition on $w$ is a hypothesis. A program can ensure it by working in a sector of fixed particle number. A mean value $w(\hat N)=N$ is not enough. An equal mixture of the vacuum and the doubly occupied state $|11\rangle$ has mean particle number 1, yet its two-particle element $w(a_0^*a_1^*a_1a_0)$ is $1/2$. Grand-canonical ensembles and number-breaking pairing states generally fall under this warning.

The theorems concern fermions in finitely many modes and exact complex numbers, so they set no tolerance for rounding errors. They place no constraint on density matrices with $p\le N$, so they do not decide whether a given matrix of that kind comes from an $N$-particle state.
